# For free electrons on a ring, the first-order potential behind a density ripple of fixed amplitude grows as the square of its wavenumber

Non-interacting spinless electrons sit on a ring and fill the plane waves with angular momentum from $-K$ to $K$. I apply a weak potential proportional to $\cos(q\theta)$, and the density responds with a ripple of the same shape. Then I go backwards, as when a Kohn–Sham potential is recovered from a density: given the ripple, find the potential. The optimized effective potential (OEP) equation also inverts a density response of this kind, though its right-hand side comes from an orbital-dependent energy and not from a given density. For long waves this behaves well. For short waves, a barely visible error in the density comes back as a violent oscillation of the potential, and a finer grid doesn't help. Is this a defect of my solver, or does the inversion itself do it? And how fast does the effect grow with $q$?

## The response falls off as $1/q^2$, so its inverse grows as $q^2$

The inversion itself does it. In this non-interacting model, treated to first order, a density ripple $n\cos(q\theta)/\pi$ with fixed $n \neq 0$ needs a potential $2v\cos(q\theta)$ whose $|v|$ approaches $|n|\,q^2/(4(2K+1))$ in ratio as $q$ grows, in the units given below. I call $v$ the potential amplitude and $n$ the density amplitude. A more accurate density leaves less error to amplify, but no solver that inverts this response exactly can change the factor.

Take atomic units and a ring of radius one bohr, so that the levels are $\varepsilon_m = m^2/2$, with integer $m$ and $|m| \le K$ occupied. Write the potential as $2v\cos(q\theta) = v\,(e^{iq\theta} + e^{-iq\theta})$, with an integer $q > 2K$. It couples the orbital $m$ to $m+q$ and $m-q$, each with matrix element $v$. The first-order admixtures $a_m$ and $b_m$ of these two waves satisfy

$$(\varepsilon_{m+q}-\varepsilon_m)\,a_m = -v, \qquad (\varepsilon_{m-q}-\varepsilon_m)\,b_m = -v .$$

The gaps are $q(q+2m)/2$ and $q(q-2m)/2$. Since $|m| \le K$ and $q > 2K$, both are positive, and

$$a_m = -\frac{2v}{q(q+2m)}, \qquad b_m = -\frac{2v}{q(q-2m)} .$$

With normalised plane waves $e^{im\theta}/\sqrt{2\pi}$, the orbital $m$ changes the density to first order by $(a_m+b_m)\cos(q\theta)/\pi$. Let $n$ be the total ripple amplitude in units of $\cos(q\theta)/\pi$. The occupied set is symmetric under $m \to -m$, so the $b$ sum equals the $a$ sum, and

$$n = \sum_{|m|\le K}(a_m+b_m) = -S(q)\,v, \qquad S(q) = \sum_{|m|\le K}\frac{4}{q(q+2m)} .$$

Every term of $S(q)$ is positive. Both factors of each denominator are positive and increase with $q$, so $S$ is strictly decreasing on the integers $q > 2K$.

For the rate, multiply by $q^2$:

$$q^2S(q) = \sum_{|m|\le K} \frac{4q}{q+2m} .$$

A lower bound comes from the tangent line at $m=0$. Because

$$\left(4-\frac{8m}{q}\right)(q+2m) = 4q - \frac{16m^2}{q} \le 4q ,$$

each term is at least $4 - 8m/q$. The linear parts cancel between $m$ and $-m$, which leaves $4(2K+1)$. For the upper bound, replace every denominator by the smallest one, $q-2K$, and use $q/(q-2K) = 1 + 2K/(q-2K)$. Together,

$$4(2K+1) \;\le\; q^2S(q) \;\le\; 4(2K+1)\left(1+\frac{2K}{q-2K}\right).$$

The right side tends to the left side, so $q^2S(q) \to 4(2K+1)$. Since $|v| = |n|/S(q)$,

$$\frac{|v|}{q^2} = \frac{|n|}{q^2S(q)} \;\longrightarrow\; \frac{|n|}{4(2K+1)} .$$

## Three electrons, with $q = 10$ and $q = 20$

Let $K=1$, so that $m = -1, 0, 1$ are occupied and the limit of $q^2S(q)$ is $12$. Then

$$S(10) = \frac{4}{10}\left(\frac18+\frac1{10}+\frac1{12}\right) = \frac{37}{300} \approx 0.1233, \qquad 100\,S(10) \approx 12.33 ,$$

which lies between the bounds $12$ and $15$. In the same way $S(20) = 299/9900 \approx 0.0302$ and $400\,S(20) \approx 12.08$.

A density error $n = 0.001$ therefore requires $v \approx -0.0081$ at $q=10$ and $v \approx -0.0331$ at $q=20$. Halving the wavelength multiplies the spurious potential by about $4.1$.

## What the Lean definitions and theorems say

The integers `K`, `q` and `m` are those used above, and amplitudes are real numbers. `level m` is $\varepsilon_m$, `occ K` is the occupied set, and `strength K q` is $S(q)$. `IsFirstOrder K q v a b` says that `a` and `b` solve the two perturbation equations for every occupied `m`. `densityAmplitude K a b` is the sum of the admixtures, which fixes the unit $\cos(q\theta)/\pi$.

The relation $n=-S(q)v$ is a theorem, `densityAmplitude_eq`. The perturbation equations and the expression for the density amplitude enter as definitions; they are not derived from the Schrödinger equation.

`strength_pos` and `strength_strictAntiOn` give positivity and strict decrease for integers $q > 2K$. `strength_bounds` is the two-sided estimate at each such $q$, and `tendsto_sq_mul_strength` is the limit through integer $q$.

`noise_amplification` takes a potential amplitude `v q` and admixtures `a q`, `b q` for each wavenumber. It assumes that for every $q > 2K$ they solve the first-order equations and produce the same density amplitude `n`. It concludes that `|v q| / (q : ℝ) ^ 2` tends to $|n|/(4(2K+1))$. For every `n`, `inversion_witness` supplies amplitudes of this kind, with $v = -n/S(q)$.

The condition $q > 2K$ keeps all gaps away from zero. For an even $q$ with $2 \le q \le 2K$, the occupied orbital $m=-q/2$ is degenerate with $m+q = q/2$, and its first-order equation has no solution unless $v=0$. This is a limit of the orbital-by-orbital equations, not a divergence of the density response: both orbitals are occupied, so mixing them leaves the total density unchanged, and every transition from an occupied to an empty orbital still has a positive gap. The theorems here don't treat these longer waves.

The model leaves out spin, electron interaction and higher orders in $v$. It also uses all the plane waves that the potential couples, whereas a finite orbital basis would truncate them. It illustrates, for non-interacting electrons on a ring and to first order, why short-wavelength components of the potential are poorly determined by a density known with limited accuracy. In an OEP equation with this same response, an error on the right-hand side would be amplified by the same factor.

```lean
import Mathlib

open Filter Topology

namespace RingOEPResponse

noncomputable section

/-- Energy of the plane wave with integer angular momentum `m` on the ring. -/
def level (m : ℤ) : ℝ := (m : ℝ) ^ 2 / 2

/-- The occupied angular momenta, from `-K` to `K`. -/
def occ (K : ℕ) : Finset ℤ := Finset.Icc (-(K : ℤ)) K

/-- The response strength `S(q)`, a sum over occupied orbitals; the formula is meant for those `q`
with `q ≠ 0` and `q + 2m ≠ 0` for every occupied `m`. -/
def strength (K : ℕ) (q : ℤ) : ℝ := ∑ m ∈ occ K, 4 / ((q : ℝ) * (q + 2 * m))

/-- First-order perturbation equations for the potential `2 v cos(qθ)`, where `v` is called the
potential amplitude: `a m` and `b m` are the admixtures of the plane waves `m + q` and `m - q` to
the occupied orbital `m`. -/
def IsFirstOrder (K : ℕ) (q : ℤ) (v : ℝ) (a b : ℤ → ℝ) : Prop :=
  ∀ m ∈ occ K, (level (m + q) - level m) * a m = -v ∧ (level (m - q) - level m) * b m = -v

/-- First-order density amplitude, in units of `cos(qθ)/π`, made by the admixtures `a` and `b`
of all occupied orbitals. -/
def densityAmplitude (K : ℕ) (a b : ℤ → ℝ) : ℝ := ∑ m ∈ occ K, (a m + b m)

/-- Explicit admixture of the plane wave `m + q` to the orbital `m`, for `q ≠ 0` and
`q + 2m ≠ 0`. -/
def mix (q : ℤ) (v : ℝ) (m : ℤ) : ℝ := -2 * v / ((q : ℝ) * (q + 2 * m))

/-- A sum over the occupied orbitals is unchanged when every angular momentum is reversed. -/
theorem sum_occ_neg (K : ℕ) (f : ℤ → ℝ) : ∑ m ∈ occ K, f (-m) = ∑ m ∈ occ K, f m := by
  refine Finset.sum_equiv (Equiv.neg ℤ) ?_ ?_
  · intro i
    simp only [occ, Finset.mem_Icc, Equiv.neg_apply]
    omega
  · intro i _
    rfl

/-- For `q > 2K` and `m` occupied, `q`, `q + 2m` and `q - 2m` are positive, and `q + 2m` is at
least `q - 2K`. -/
theorem occ_bounds {K : ℕ} {q m : ℤ} (hq : 2 * (K : ℤ) < q) (hm : m ∈ occ K) :
    0 < (q : ℝ) ∧ 0 < (q : ℝ) + 2 * m ∧ 0 < (q : ℝ) - 2 * m ∧
      (q : ℝ) - 2 * K ≤ q + 2 * m := by
  unfold occ at hm
  rw [Finset.mem_Icc] at hm
  obtain ⟨h1, h2⟩ := hm
  refine ⟨?_, ?_, ?_, ?_⟩
  · exact_mod_cast (by omega : (0 : ℤ) < q)
  · exact_mod_cast (by omega : (0 : ℤ) < q + 2 * m)
  · exact_mod_cast (by omega : (0 : ℤ) < q - 2 * m)
  · exact_mod_cast (by omega : q - 2 * (K : ℤ) ≤ q + 2 * m)

/-- For `q > 2K`, a potential of amplitude `v` produces the first-order density amplitude
`-S(q) v`. -/
theorem densityAmplitude_eq {K : ℕ} {q : ℤ} {v : ℝ} {a b : ℤ → ℝ} (hq : 2 * (K : ℤ) < q)
    (h : IsFirstOrder K q v a b) : densityAmplitude K a b = -strength K q * v := by
  -- solve the first-order equations; no energy gap vanishes
  have h1 : ∑ m ∈ occ K, a m = ∑ m ∈ occ K, -v * 2 / ((q : ℝ) * (q + 2 * m)) := by
    refine Finset.sum_congr rfl fun m hm => ?_
    obtain ⟨p0, p1, _, _⟩ := occ_bounds hq hm
    have e := (h m hm).1
    simp only [level] at e
    push_cast at e
    rw [eq_div_iff (mul_pos p0 p1).ne']
    linear_combination 2 * e
  have h2 : ∑ m ∈ occ K, b m = ∑ m ∈ occ K, -v * 2 / ((q : ℝ) * (q + 2 * m)) := by
    -- the second family is the mirror image of the first
    refine Eq.trans ?_ (sum_occ_neg K (fun m : ℤ => -v * 2 / ((q : ℝ) * (q + 2 * m))))
    refine Finset.sum_congr rfl fun m hm => ?_
    obtain ⟨p0, _, p2, _⟩ := occ_bounds hq hm
    have e := (h m hm).2
    simp only [level] at e
    push_cast at e ⊢
    have hD : (q : ℝ) * (q + 2 * -(m : ℝ)) ≠ 0 := by
      have : 0 < (q : ℝ) + 2 * -(m : ℝ) := by linarith
      exact (mul_pos p0 this).ne'
    rw [eq_div_iff hD]
    linear_combination 2 * e
  unfold densityAmplitude
  rw [Finset.sum_add_distrib, h1, h2, ← Finset.sum_add_distrib, strength,
    ← Finset.sum_neg_distrib, Finset.sum_mul]
  refine Finset.sum_congr rfl fun m _ => ?_
  ring

/-- The response strength is positive for `q > 2K`. -/
theorem strength_pos {K : ℕ} {q : ℤ} (hq : 2 * (K : ℤ) < q) : 0 < strength K q := by
  unfold strength
  refine Finset.sum_pos (fun m hm => ?_) ⟨0, by simp [occ]⟩
  obtain ⟨p0, p1, _, _⟩ := occ_bounds hq hm
  exact div_pos (by norm_num) (mul_pos p0 p1)

/-- The response strength is strictly decreasing on the integers `q > 2K`. -/
theorem strength_strictAntiOn (K : ℕ) : StrictAntiOn (strength K) (Set.Ioi (2 * (K : ℤ))) := by
  intro q hq p hp hqp
  rw [Set.mem_Ioi] at hq hp
  unfold strength
  refine Finset.sum_lt_sum_of_nonempty ⟨0, by simp [occ]⟩ fun m hm => ?_
  obtain ⟨p0, p1, _, _⟩ := occ_bounds hq hm
  have hc : (q : ℝ) < p := by exact_mod_cast hqp
  exact div_lt_div_of_pos_left (by norm_num) (mul_pos p0 p1)
    (mul_lt_mul'' hc (by linarith) p0.le p1.le)

/-- Two-sided bound on `q² S(q)` at every finite `q > 2K`. -/
theorem strength_bounds {K : ℕ} {q : ℤ} (hq : 2 * (K : ℤ) < q) :
    4 * (2 * (K : ℝ) + 1) ≤ (q : ℝ) ^ 2 * strength K q ∧
      (q : ℝ) ^ 2 * strength K q ≤ 4 * (2 * (K : ℝ) + 1) * (1 + 2 * K / ((q : ℝ) - 2 * K)) := by
  have hcard : ((occ K).card : ℝ) = 2 * K + 1 := by
    have : (occ K).card = 2 * K + 1 := by
      simp only [occ, Int.card_Icc]
      omega
    rw [this]
    norm_num
  have hsum : ∑ m ∈ occ K, (m : ℝ) = 0 := by
    have := sum_occ_neg K (fun m => (m : ℝ))
    simp only [Int.cast_neg, Finset.sum_neg_distrib] at this
    linarith
  have hrew : (q : ℝ) ^ 2 * strength K q = ∑ m ∈ occ K, 4 * (q : ℝ) / (q + 2 * m) := by
    rw [strength, Finset.mul_sum]
    refine Finset.sum_congr rfl fun m hm => ?_
    obtain ⟨p0, p1, _, _⟩ := occ_bounds hq hm
    rw [← mul_div_assoc, div_eq_div_iff (mul_pos p0 p1).ne' p1.ne']
    ring
  rw [hrew]
  constructor
  · -- tangent-line estimate; its linear part cancels between m and -m
    calc 4 * (2 * (K : ℝ) + 1) = ∑ m ∈ occ K, (4 - 8 / (q : ℝ) * m) := by
          rw [Finset.sum_sub_distrib, ← Finset.mul_sum, hsum, Finset.sum_const,
            nsmul_eq_mul, hcard]
          ring
      _ ≤ _ := by
          refine Finset.sum_le_sum fun m hm => ?_
          obtain ⟨p0, p1, _, _⟩ := occ_bounds hq hm
          have hi : (q : ℝ) * (q : ℝ)⁻¹ = 1 := mul_inv_cancel₀ p0.ne'
          have e : (4 - 8 / (q : ℝ) * m) * (q + 2 * m) = 4 * q - 16 * (m : ℝ) ^ 2 / q := by
            linear_combination (-8 * (m : ℝ)) * hi
          have hn : 0 ≤ 16 * (m : ℝ) ^ 2 / q := div_nonneg (by positivity) p0.le
          rw [le_div_iff₀ p1]
          linarith
  · -- the smallest denominator bounds every term
    have hd : 0 < (q : ℝ) - 2 * K := by
      exact_mod_cast (by omega : (0 : ℤ) < q - 2 * (K : ℤ))
    have hi : ((q : ℝ) - 2 * K) * ((q : ℝ) - 2 * K)⁻¹ = 1 := mul_inv_cancel₀ hd.ne'
    have e : 4 * (1 + 2 * (K : ℝ) / ((q : ℝ) - 2 * K)) = 4 * q / ((q : ℝ) - 2 * K) := by
      rw [eq_div_iff hd.ne']
      linear_combination (8 * (K : ℝ)) * hi
    calc _ ≤ ∑ _m ∈ occ K, 4 * (1 + 2 * (K : ℝ) / ((q : ℝ) - 2 * K)) := by
          refine Finset.sum_le_sum fun m hm => ?_
          obtain ⟨p0, _, _, p3⟩ := occ_bounds hq hm
          rw [e]
          exact div_le_div_of_nonneg_left (by linarith) hd p3
      _ = _ := by
          rw [Finset.sum_const, nsmul_eq_mul, hcard]
          ring

/-- As `q` grows, `q² S(q)` tends to four times the number `2K + 1` of occupied orbitals. -/
theorem tendsto_sq_mul_strength (K : ℕ) :
    Tendsto (fun q : ℤ => (q : ℝ) ^ 2 * strength K q) atTop (𝓝 (4 * (2 * (K : ℝ) + 1))) := by
  have hd : Tendsto (fun q : ℤ => (q : ℝ) - 2 * K) atTop atTop := by
    simp only [sub_eq_add_neg]
    exact tendsto_atTop_add_const_right _ _ (tendsto_intCast_atTop_atTop (R := ℝ))
  have hup := ((hd.const_div_atTop (2 * (K : ℝ))).const_add 1).const_mul (4 * (2 * (K : ℝ) + 1))
  rw [add_zero, mul_one] at hup
  refine tendsto_of_tendsto_of_tendsto_of_le_of_le' tendsto_const_nhds hup ?_ ?_
  · filter_upwards [eventually_gt_atTop (2 * (K : ℤ))] with q hq
    exact (strength_bounds hq).1
  · filter_upwards [eventually_gt_atTop (2 * (K : ℤ))] with q hq
    exact (strength_bounds hq).2

/-- For `q > 2K` and any target `n`, the potential amplitude `-n / S(q)` with the explicit
admixtures `mix` solves the first-order equations and yields the density amplitude `n`. -/
theorem inversion_witness {K : ℕ} {q : ℤ} (hq : 2 * (K : ℤ) < q) (n : ℝ) :
    IsFirstOrder K q (-n / strength K q)
        (mix q (-n / strength K q)) (mix (-q) (-n / strength K q)) ∧
      densityAmplitude K (mix q (-n / strength K q)) (mix (-q) (-n / strength K q)) = n := by
  have key : ∀ v : ℝ, IsFirstOrder K q v (mix q v) (mix (-q) v) := by
    intro v m hm
    obtain ⟨p0, p1, p2, _⟩ := occ_bounds hq hm
    constructor
    · simp only [mix, level]
      push_cast
      rw [← mul_div_assoc, div_eq_iff (mul_pos p0 p1).ne']
      ring
    · have hD : -(q : ℝ) * (-(q : ℝ) + 2 * m) ≠ 0 := by
        have e : -(q : ℝ) * (-(q : ℝ) + 2 * m) = q * (q - 2 * m) := by ring
        rw [e]
        exact (mul_pos p0 p2).ne'
      simp only [mix, level]
      push_cast
      rw [← mul_div_assoc, div_eq_iff hD]
      ring
  refine ⟨key _, ?_⟩
  have hS := (strength_pos hq).ne'
  rw [densityAmplitude_eq hq (key _)]
  field_simp

/-- Quadratic noise amplification: if for every `q > 2K` the potential amplitude `v q` produces,
to first order, the same density amplitude `n`, then `|v q| / q²` tends to
`|n| / (4(2K + 1))`. -/
theorem noise_amplification (K : ℕ) (n : ℝ) (v : ℤ → ℝ) (a b : ℤ → ℤ → ℝ)
    (hfirst : ∀ q : ℤ, 2 * (K : ℤ) < q → IsFirstOrder K q (v q) (a q) (b q))
    (hdens : ∀ q : ℤ, 2 * (K : ℤ) < q → densityAmplitude K (a q) (b q) = n) :
    Tendsto (fun q : ℤ => |v q| / (q : ℝ) ^ 2) atTop (𝓝 (|n| / (4 * (2 * (K : ℝ) + 1)))) := by
  have h0 : Tendsto (fun _ : ℤ => |n|) atTop (𝓝 (|n|)) := tendsto_const_nhds
  have hne : 4 * (2 * (K : ℝ) + 1) ≠ 0 := by positivity
  refine (h0.div (tendsto_sq_mul_strength K) hne).congr' ?_
  filter_upwards [eventually_gt_atTop (2 * (K : ℤ))] with q hq
  show |n| / ((q : ℝ) ^ 2 * strength K q) = |v q| / (q : ℝ) ^ 2
  -- the density fixes the potential through n = -S(q) v(q)
  have h := densityAmplitude_eq hq (hfirst q hq)
  rw [hdens q hq] at h
  have hS := strength_pos hq
  have hq0 : (0 : ℝ) < q := by exact_mod_cast (by omega : (0 : ℤ) < q)
  rw [h, abs_mul, abs_neg, abs_of_pos hS,
    div_eq_div_iff (mul_pos (pow_pos hq0 2) hS).ne' (pow_pos hq0 2).ne']
  ring

end

end RingOEPResponse
```

```lean
#print axioms RingOEPResponse.densityAmplitude_eq
-- 'RingOEPResponse.densityAmplitude_eq' depends on axioms: [propext, Classical.choice, Quot.sound]
#print axioms RingOEPResponse.strength_strictAntiOn
-- 'RingOEPResponse.strength_strictAntiOn' depends on axioms: [propext, Classical.choice, Quot.sound]
#print axioms RingOEPResponse.noise_amplification
-- 'RingOEPResponse.noise_amplification' depends on axioms: [propext, Classical.choice, Quot.sound]
```

## From the perturbation equations to the limit

`sum_occ_neg` is the reflection $m \to -m$ of a sum over occupied orbitals. `occ_bounds` collects the inequalities that follow from $q > 2K$: the factors $q$, $q+2m$ and $q-2m$ are positive, and $q+2m \ge q-2K$.

In `densityAmplitude_eq`, the step `linear_combination 2 * e` turns a perturbation equation into $q(q+2m)\,a_m = -2v$, and `eq_div_iff` divides by the nonzero denominator. The second family is solved in the same way, after `sum_occ_neg` has put its sum in mirrored form. Adding the two sums gives $-S(q)v$.

`strength_pos` adds positive terms. `strength_strictAntiOn` compares the sums at two wavenumbers term by term, with `mul_lt_mul''` for the product of the two increasing factors. In both, the orbital $m=0$ shows that the sum is not empty, including when $K=0$.

`strength_bounds` first establishes three facts: there are $2K+1$ occupied orbitals (`hcard`), their angular momenta add to zero (`hsum`), and $q^2S(q)$ is the sum of $4q/(q+2m)$ (`hrew`). The first `calc` block is the tangent-line estimate, where `hsum` removes the linear part. The second uses the smallest denominator.

`tendsto_sq_mul_strength` shows that the upper bound converges to $4(2K+1)$ and squeezes $q^2S(q)$ between it and the constant lower bound. The bounds are needed only for large $q$, which `filter_upwards` expresses.

`inversion_witness` substitutes the explicit admixtures `mix q v` and `mix (-q) v` into the perturbation equations. It then obtains the density from `densityAmplitude_eq`, with `strength_pos` justifying the division by $S(q)$.

Finally, `noise_amplification` divides the constant $|n|$ by $q^2S(q)$, and this quotient tends to $|n|/(4(2K+1))$. For $q > 2K$ it uses $n = -S(q)v$ to identify that quotient with $|v|/q^2$, which transfers the limit to the potential.
